# The nonrelativistic electric-dipole rate of 2p → 1s emission in a one-electron ion is (2/3)⁸ α³ Z⁴ in atomic units

An electron in the 2p state of a one-electron ion with nuclear charge Z can fall to 1s by emitting a photon, and the problem is to find the rate. The model takes the electric-dipole formula as the definition of this rate and calculates its ingredients from explicit wavefunctions and Bohr levels. The coupling to the quantised field therefore enters only through that formula.

In atomic units ħ, the electron mass, the elementary charge and 4πε₀ are all one. Lengths are in bohr, energies in hartree, and the speed of light is 1/α, with α the fine-structure constant. The nucleus is a fixed point charge, and spin and relativistic corrections are left out.

```lean
import Mathlib

open MeasureTheory Set

namespace HydrogenicSpontaneousEmission

noncomputable section
```

## States of the ion

The 1s radial function at distance r from the nucleus is

R₁₀(r) = 2 Z^(3/2) exp(−Zr).

In Lean, `Z` and `r` are real numbers and the fractional exponent is a real power. Z is thus not restricted to integers; the theorems that evaluate integrals assume only Z > 0.

```lean
/-- Radial function of the 1s state for nuclear charge `Z`, in atomic units. -/
def R10 (Z r : ℝ) : ℝ := 2 * Z ^ (3 / 2 : ℝ) * Real.exp (-(Z * r))
```

The 2p radial function is

R₂₁(r) = Z^(5/2) r exp(−Zr/2) / (2√6).

Both functions are given, not obtained by solving the Schrödinger equation.

```lean
/-- Radial function of the 2p state for nuclear charge `Z`, in atomic units. -/
def R21 (Z r : ℝ) : ℝ :=
  Z ^ (5 / 2 : ℝ) * r * Real.exp (-(Z * r / 2)) / (2 * √6)
```

For the angles, let u = cos θ. The volume element becomes r² dr du dφ, with u running from −1 to 1. The spherical harmonic of an s state is the product of 1/√(2π), which belongs to the azimuth φ, and the constant polar factor

S = 1/√2.

```lean
/-- Polar factor of an s state, a number that does not depend on `u = cos θ`. -/
def polarS : ℝ := 1 / √2
```

The p state with m = 0 has the same azimuthal factor 1/√(2π), and its polar factor is

P(u) = √3 u/√2.

```lean
/-- Polar factor of a p state with `m = 0`, as a function of `u = cos θ`. -/
def polarP (u : ℝ) : ℝ := √3 * u / √2
```

## Dipole integrals, frequency and rate

The radial dipole integral is

d = ∫₀^∞ R₁₀(r) R₂₁(r) r³ dr.

Two powers of r come from the volume element and one from the dipole operator. The letter d often denotes the whole dipole matrix element; here it is the radial part alone.

```lean
/-- The radial dipole integral between 1s and 2p. -/
def radialDipole (Z : ℝ) : ℝ := ∫ r in Ioi (0 : ℝ), R10 Z r * R21 Z r * r ^ 3
```

The whole matrix element contains z = r cos θ = ru:

⟨1s|z|2p⟩ = ∫₀^∞ dr ∫₋₁¹ du [R₁₀(r) S] (ru) [R₂₁(r) P(u)] r².

The azimuthal factors contribute ∫₀^2π dφ/(2π) = 1, so the Lean definition omits them. The matrix elements of x and y vanish for m = 0, because cos φ and sin φ integrate to zero over a full turn. The states with m = ±1 have the same total rate to 1s by rotational symmetry, so m = 0 is enough; this symmetry argument is not part of the Lean code.

```lean
/-- The matrix element of `z = r cos θ` between 1s and 2p with `m = 0`, as an integral over
`r` and `u = cos θ`; the normalized azimuthal factors integrate to one. -/
def zDipole (Z : ℝ) : ℝ :=
  ∫ r in Ioi (0 : ℝ), ∫ u in (-1 : ℝ)..1,
    (R10 Z r * polarS) * (r * u) * (R21 Z r * polarP u) * r ^ 2
```

The energy of the level with principal quantum number n is

Eₙ = −Z²/(2n²).

```lean
/-- Bohr energy of the level with principal quantum number `n ≥ 1`, in hartree. -/
def bohrEnergy (Z : ℝ) (n : ℕ) : ℝ := -Z ^ 2 / (2 * (n : ℝ) ^ 2)
```

Since ħ = 1, the angular frequency of the photon is the energy difference:

ω = E₂ − E₁.

```lean
/-- Angular frequency of the photon emitted from `n = 2` to `n = 1`, in atomic units. -/
def photonFrequency (Z : ℝ) : ℝ := bohrEnergy Z 2 - bohrEnergy Z 1
```

The rate of spontaneous emission is then

A = (4/3) α³ ω³ |⟨1s|z|2p⟩|².

This formula stands for weak coupling to the vacuum field, treated to lowest order, with a wavelength much longer than the ion. Its derivation from the quantised field is the step that links `decayRate` to the rate in a real ion, and it is assumed. The matrix element is real, so Lean writes an ordinary square.

```lean
/-- Electric-dipole rate of spontaneous emission from 2p with `m = 0` to 1s, in atomic units,
with fine-structure constant `α`. -/
def decayRate (α Z : ℝ) : ℝ := 4 / 3 * α ^ 3 * photonFrequency Z ^ 3 * zDipole Z ^ 2
```

## Radial integrals

All the radial integrals have one form. For b > 0, write Iₙ = ∫₀^∞ rⁿ exp(−br) dr. Then I₀ = 1/b, and integration by parts gives Iₙ = (n/b) Iₙ₋₁ for n ≥ 1, because the boundary terms vanish. Hence

Iₙ = n!/b^(n+1).

The Lean proof takes Mathlib's gamma-function integral with argument n + 1 and replaces Γ(n + 1) by n!.

```lean
/-- The integral of `r ^ n * exp (-b r)` over `r > 0` is `n! / b ^ (n + 1)` for `b > 0`. -/
theorem integral_pow_exp (n : ℕ) {b : ℝ} (hb : 0 < b) :
    ∫ r in Ioi (0 : ℝ), r ^ n * Real.exp (-(b * r)) = (n.factorial : ℝ) / b ^ (n + 1) := by
  have h := Real.integral_rpow_mul_exp_neg_mul_Ioi (a := (n : ℝ) + 1) (r := b)
    (by positivity) hb
  rw [Real.Gamma_nat_eq_factorial, add_sub_cancel_right, ← Nat.cast_succ] at h
  simp only [Real.rpow_natCast] at h
  rw [h, Nat.succ_eq_add_one, one_div, inv_pow]
  ring
```

For the normalization of 1s, squaring the function doubles the exponent:

∫₀^∞ R₁₀² r² dr = 4Z³ ∫₀^∞ r² exp(−2Zr) dr = 4Z³ · 2/(2Z)³ = 1.

For 2p the prefactor is Z⁵/(4 · 6) = Z⁵/24, so

∫₀^∞ R₂₁² r² dr = (Z⁵/24) ∫₀^∞ r⁴ exp(−Zr) dr = (Z⁵/24) · 24/Z⁵ = 1.

In the proof, `a` and `b` turn the squared real powers into Z³ and Z⁵. Each `h` rewrites the integrand as a constant times a power and an exponential, after which `integral_pow_exp` applies.

```lean
/-- For `Z > 0` the 1s and 2p radial functions are normalized with weight `r ^ 2`. -/
theorem radial_normalized {Z : ℝ} (hZ : 0 < Z) :
    (∫ r in Ioi (0 : ℝ), R10 Z r ^ 2 * r ^ 2) = 1 ∧
      (∫ r in Ioi (0 : ℝ), R21 Z r ^ 2 * r ^ 2) = 1 := by
  have a : (Z ^ (3 / 2 : ℝ)) ^ 2 = Z ^ 3 := by
    rw [pow_two, ← Real.rpow_add hZ, ← Real.rpow_natCast]
    norm_num
  have b : (Z ^ (5 / 2 : ℝ)) ^ 2 = Z ^ 5 := by
    rw [pow_two, ← Real.rpow_add hZ, ← Real.rpow_natCast]
    norm_num
  constructor
  · have h : ∀ r, R10 Z r ^ 2 * r ^ 2 = 4 * Z ^ 3 * (r ^ 2 * Real.exp (-(2 * Z * r))) := by
      intro r
      have e : Real.exp (-(Z * r)) ^ 2 = Real.exp (-(2 * Z * r)) := by
        rw [pow_two, ← Real.exp_add]
        congr 1
        ring
      unfold R10
      simp only [mul_pow]
      rw [a, e]
      ring
    have f : ((Nat.factorial 2 : ℕ) : ℝ) = 2 := by norm_num [Nat.factorial]
    simp_rw [h]
    rw [integral_const_mul, integral_pow_exp 2 (by positivity), f, ← mul_div_assoc,
      div_eq_iff (by positivity)]
    ring
  · have h : ∀ r, R21 Z r ^ 2 * r ^ 2 = Z ^ 5 / 24 * (r ^ 4 * Real.exp (-(Z * r))) := by
      intro r
      have e : Real.exp (-(Z * r / 2)) ^ 2 = Real.exp (-(Z * r)) := by
        rw [pow_two, ← Real.exp_add]
        congr 1
        ring
      unfold R21
      simp only [div_pow, mul_pow]
      rw [b, e, Real.sq_sqrt (by norm_num)]
      ring
    have f : ((Nat.factorial 4 : ℕ) : ℝ) = 24 := by norm_num [Nat.factorial]
    simp_rw [h]
    rw [integral_const_mul, integral_pow_exp 4 hZ, f, div_mul_div_comm,
      div_eq_iff (by positivity)]
    ring
```

In the dipole integral the powers of Z combine to Z^(3/2) Z^(5/2) = Z⁴, and the exponents add to −3Zr/2. Therefore

d = (Z⁴/√6) ∫₀^∞ r⁴ exp(−3Zr/2) dr
 = (Z⁴/√6) · 24/(3Z/2)⁵
 = 768/(243 √6 Z)
 = 128√6/(243 Z).

The proof follows the same route. It ends by clearing denominators, and `linear_combination` then closes the equation with √6 · √6 = 6.

```lean
/-- For `Z > 0` the radial dipole integral between 1s and 2p is `128 √6 / (243 Z)`. -/
theorem radialDipole_eq {Z : ℝ} (hZ : 0 < Z) :
    radialDipole Z = 128 * √6 / (243 * Z) := by
  have b : Z ^ (3 / 2 : ℝ) * Z ^ (5 / 2 : ℝ) = Z ^ 4 := by
    rw [← Real.rpow_add hZ, ← Real.rpow_natCast]
    norm_num
  -- the two exponentials combine to a single one with exponent 3Z/2
  have h : ∀ r, R10 Z r * R21 Z r * r ^ 3 =
      Z ^ 4 / √6 * (r ^ 4 * Real.exp (-(3 * Z / 2 * r))) := by
    intro r
    have e : Real.exp (-(Z * r)) * Real.exp (-(Z * r / 2)) =
        Real.exp (-(3 * Z / 2 * r)) := by
      rw [← Real.exp_add]
      congr 1
      ring
    unfold R10 R21
    rw [← e, ← b]
    ring
  have f : ((Nat.factorial 4 : ℕ) : ℝ) = 24 := by norm_num [Nat.factorial]
  have hs : √6 * √6 = (6 : ℝ) := Real.mul_self_sqrt (by norm_num)
  unfold radialDipole
  simp_rw [h]
  rw [integral_const_mul, integral_pow_exp 4 (by positivity), f, div_mul_div_comm,
    div_eq_div_iff (by positivity) (by positivity)]
  linear_combination (-972 * Z ^ 5) * hs
```

## The angular factor

Three integrals over u are needed:

∫₋₁¹ S² du = ∫₋₁¹ (1/2) du = 1,

∫₋₁¹ P(u)² du = (3/2) ∫₋₁¹ u² du = (3/2)(2/3) = 1,

∫₋₁¹ S u P(u) du = (√3/2)(2/3) = √3/3.

The theorem states them as a conjunction. The facts `hS`, `hP` and `hSP` simplify the integrands. Mathlib's integral of a constant then gives the first value, and its integral of a power gives the other two.

```lean
/-- The polar factors are normalized over `u = cos θ` in `[-1, 1]`, and the matrix element
of `cos θ` between them is `√3 / 3`. -/
theorem polar_integrals :
    (∫ _u in (-1 : ℝ)..1, polarS ^ 2) = 1 ∧ (∫ u in (-1 : ℝ)..1, polarP u ^ 2) = 1 ∧
      (∫ u in (-1 : ℝ)..1, polarS * u * polarP u) = √3 / 3 := by
  have h2 : (1 / √2) * (1 / √2) = (1 / 2 : ℝ) := by
    rw [div_mul_div_comm, Real.mul_self_sqrt (by norm_num), one_mul]
  have h3 : √3 ^ 2 = (3 : ℝ) := Real.sq_sqrt (by norm_num)
  have hS : polarS ^ 2 = 1 / 2 := by
    unfold polarS
    rw [pow_two, h2]
  have hP : ∀ u, polarP u ^ 2 = 3 / 2 * u ^ 2 := by
    intro u
    unfold polarP
    linear_combination (√3 ^ 2 * u ^ 2) * h2 + (u ^ 2 / 2) * h3
  have hSP : ∀ u, polarS * u * polarP u = √3 / 2 * u ^ 2 := by
    intro u
    unfold polarS polarP
    linear_combination (√3 * u ^ 2) * h2
  refine ⟨?_, ?_, ?_⟩
  · rw [hS, intervalIntegral.integral_const]
    norm_num
  · simp_rw [hP]
    rw [intervalIntegral.integral_const_mul, integral_pow]
    norm_num
  · simp_rw [hSP]
    rw [intervalIntegral.integral_const_mul, integral_pow]
    push_cast
    ring
```

For fixed r, the integrand of the matrix element is a function of r times S u P(u). The inner integral contributes √3/3, which leaves

⟨1s|z|2p⟩ = (√3/3) d.

Its square is d²/3, so the prefactor 4/3 becomes 4/9:

A = (4/9) α³ ω³ d².

The factor 4/9 is thus a consequence of the angular integral. In Lean, `h` evaluates the inner integral at each r, and `hz` takes the constant out of the outer one. The identity is stated for every real `Z`, but it has physical meaning only for Z > 0.

```lean
/-- The emission rate equals `(4/9) α³ ω³ d²`, with `ω` the photon frequency and `d` the
radial dipole integral. -/
theorem decayRate_eq_radial (α Z : ℝ) :
    decayRate α Z = 4 / 9 * α ^ 3 * photonFrequency Z ^ 3 * radialDipole Z ^ 2 := by
  -- the double integral factors into an angular and a radial part
  have h : ∀ r, (∫ u in (-1 : ℝ)..1,
      (R10 Z r * polarS) * (r * u) * (R21 Z r * polarP u) * r ^ 2) =
      √3 / 3 * (R10 Z r * R21 Z r * r ^ 3) := by
    intro r
    rw [← polar_integrals.2.2, ← intervalIntegral.integral_mul_const]
    congr 1
    ext u
    ring
  have hz : zDipole Z = √3 / 3 * radialDipole Z := by
    unfold zDipole radialDipole
    simp_rw [h]
    rw [integral_const_mul]
  have h3 : √3 ^ 2 = (3 : ℝ) := Real.sq_sqrt (by norm_num)
  unfold decayRate
  rw [hz]
  linear_combination (4 / 27 * α ^ 3 * photonFrequency Z ^ 3 * radialDipole Z ^ 2) * h3
```

## The rate as a function of nuclear charge

The two Bohr energies are −Z²/8 and −Z²/2, so

ω = −Z²/8 + Z²/2 = 3Z²/8.

```lean
/-- The photon frequency is `3 Z² / 8`. -/
theorem photonFrequency_eq (Z : ℝ) : photonFrequency Z = 3 * Z ^ 2 / 8 := by
  unfold photonFrequency bohrEnergy
  push_cast
  ring
```

Now insert ω³ = 27Z⁶/512 and d² = 98304/(59049 Z²):

A = (4/9) α³ · (27Z⁶/512) · 98304/(59049 Z²)
 = (256/6561) α³ Z⁴
 = (2/3)⁸ α³ Z⁴.

The frequency contributes six powers of Z and the squared dipole removes two. In words, `decayRate_eq` says that for every real α and every Z > 0 the defined rate has this value. The proof uses `hD`, the value of d²Z², so that no division by Z remains in the last step.

For hydrogen, Z = 1, the ingredients are ω = 3/8 and d = 128√6/243, and the rate is (256/6561) α³.

In electronic structure work, these closed forms give reference values for transition dipoles and emission rates computed in a finite basis, for a single nonrelativistic electron around a fixed point nucleus.

```lean
/-- For `Z > 0` the rate of spontaneous emission from 2p with `m = 0` to 1s is
`(2/3)^8 α³ Z⁴` in atomic units. -/
theorem decayRate_eq (α : ℝ) {Z : ℝ} (hZ : 0 < Z) :
    decayRate α Z = (2 / 3) ^ 8 * α ^ 3 * Z ^ 4 := by
  have hd : radialDipole Z * Z = 128 * √6 / 243 := by
    rw [radialDipole_eq hZ]
    field_simp
  have hD : radialDipole Z ^ 2 * Z ^ 2 = 98304 / 59049 := by
    rw [← mul_pow, hd, div_pow, mul_pow, Real.sq_sqrt (by norm_num)]
    norm_num
  rw [decayRate_eq_radial, photonFrequency_eq]
  -- six powers of Z from the frequency, minus two from the dipole
  linear_combination (4 / 9 * 27 / 512 * α ^ 3 * Z ^ 4) * hD
```

## Rate relative to frequency, and the decay of the population

Dividing by the frequency gives

A/ω = (256/6561) α³ Z⁴ · 8/(3Z²) = (2¹¹/3⁹) α³ Z².

The right-hand side is (2¹¹/3⁹) α (αZ)². When α and αZ are small, the ion therefore decays little during one optical period, which fits the weak-coupling assumption behind the rate formula. The Lean proof inserts the two closed forms and clears the nonzero denominator.

```lean
/-- For `Z > 0` the ratio of the emission rate to the photon frequency is
`(2^11 / 3^9) α³ Z²`. -/
theorem decayRate_div_frequency (α : ℝ) {Z : ℝ} (hZ : 0 < Z) :
    decayRate α Z / photonFrequency Z = 2 ^ 11 / 3 ^ 9 * α ^ 3 * Z ^ 2 := by
  rw [decayRate_eq α hZ, photonFrequency_eq, div_eq_iff (by positivity)]
  ring
```

Finally, let p(t) be the population of the 2p state at time t, written `P` in Lean and unrelated to the polar factor. Suppose that it obeys the rate equation

p′(t) = −A p(t).

This equation stands for irreversible emission: the photon leaves and does not return to excite the ion again, and no other process fills or empties the state. The derivative of p(t) exp(At) is

p′(t) exp(At) + A p(t) exp(At) = 0,

so the product keeps its value at t = 0, and

p(t) = p(0) exp(−(2/3)⁸ α³ Z⁴ t).

The hypothesis `hP` is the rate equation at every real time. It is assumed, not derived from the dynamics of the ion and the field. For an ion excited at t = 0 the law has physical meaning only for t ≥ 0; the function `P` is then continued to negative times by the same exponential, where it is no longer a population. In the proof, `hg` is the vanishing derivative, and `hc` compares the constant product at times t and 0. Dividing by the exponential gives the stated law.

```lean
/-- For `Z > 0`, a 2p population that obeys the rate equation `P' = -A P`, with `A` the
emission rate, is `P(0) exp (-(2/3)^8 α³ Z⁴ t)` at time `t`. -/
theorem population_decay (α : ℝ) {Z : ℝ} (hZ : 0 < Z) (P : ℝ → ℝ)
    (hP : ∀ t, HasDerivAt P (-decayRate α Z * P t) t) (t : ℝ) :
    P t = P 0 * Real.exp (-((2 / 3) ^ 8 * α ^ 3 * Z ^ 4 * t)) := by
  rw [← decayRate_eq α hZ]
  generalize decayRate α Z = k at hP ⊢
  -- the product of P and the growing exponential is constant in time
  have hg : ∀ s, HasDerivAt (fun s => P s * Real.exp (k * s)) 0 s := by
    intro s
    have h1 : HasDerivAt (fun s : ℝ => k * s) k s := by
      simpa using (hasDerivAt_id s).const_mul k
    exact ((hP s).fun_mul h1.exp).congr_deriv (by ring)
  have hc := is_const_of_deriv_eq_zero (fun s => (hg s).differentiableAt)
    (fun s => (hg s).deriv) t 0
  simp only [mul_zero, Real.exp_zero, mul_one] at hc
  rw [Real.exp_neg, ← div_eq_mul_inv, eq_div_iff (Real.exp_ne_zero _)]
  exact hc

end

end HydrogenicSpontaneousEmission
```

```lean
#print axioms HydrogenicSpontaneousEmission.radial_normalized
-- 'HydrogenicSpontaneousEmission.radial_normalized' depends on axioms: [propext, Classical.choice, Quot.sound]
#print axioms HydrogenicSpontaneousEmission.decayRate_eq
-- 'HydrogenicSpontaneousEmission.decayRate_eq' depends on axioms: [propext, Classical.choice, Quot.sound]
#print axioms HydrogenicSpontaneousEmission.decayRate_div_frequency
-- 'HydrogenicSpontaneousEmission.decayRate_div_frequency' depends on axioms: [propext, Classical.choice, Quot.sound]
#print axioms HydrogenicSpontaneousEmission.population_decay
-- 'HydrogenicSpontaneousEmission.population_decay' depends on axioms: [propext, Classical.choice, Quot.sound]
```
